# A finite bath of distinct, coupled levels has an odd hybridisation exactly when its levels and squared couplings are mirror-symmetric

## Bath levels, couplings and level weights

An impurity orbital is coupled to finitely many non-interacting bath levels, labelled by k. Level k has real energy e_k and real coupling V_k to the impurity. Energies are measured from a fixed reference, usually the chemical potential, so that reversing an energy means x ↦ -x. The hybridisation function is

D(z) = Σ_k V_k² / (z - e_k),

with z a complex energy. We use it at non-real z, where no denominator vanishes.

Two further objects describe the bath. The level weight at a real energy x is the total squared coupling found there,

w(x) = Σ_{k : e_k = x} V_k²,

which is zero if no level lies at x. The set of bath pairs is

P = {(e_k, V_k²) : k a bath label}.

The two differ when levels coincide: w adds their squared couplings, while P lists them separately and records equal pairs only once.

## What an odd hybridisation means for the impurity

For a non-interacting impurity level at energy ε, the bath enters the impurity Green's function only through D:

G(z) = 1 / (z - ε - D(z)).

At ε = 0, G is odd in z exactly when D is. Oddness of D is thus the bath's share of particle-hole symmetry in this one-orbital setting. With a repulsion U n↑n↓ on the impurity, the symmetry requires the impurity level to lie at ε = -U/2 instead of 0. The impurity's own terms do not appear below.

The result is as follows. Suppose that the levels e_k are distinct and that every V_k is nonzero. Then

D(-z) = -D(z) for all non-real z

if and only if

(x, v) ∈ P implies (-x, v) ∈ P.

When a finite bath is fitted for an exact-diagonalisation calculation, requiring an odd D is therefore the same as requiring mirror pairs of levels with equal V_k², provided that the levels are distinct and coupled. A level at zero energy is its own mirror image.

## Reading the weights from the poles

Collect the terms of D by energy. If S is a finite set of energies containing all the e_k, then

D(z) = Σ_{x ∈ S} w(x) / (z - x).

So w determines D. To go back, approach a real energy x vertically, with y real and nonzero:

iy D(x + iy) = Σ_k V_k² · iy / (x - e_k + iy).

If e_k = x, the term equals V_k² for every y ≠ 0. If e_k ≠ x, the denominator tends to x - e_k ≠ 0 and the numerator to zero, so the term vanishes in the limit. Hence

iy D(x + iy) → w(x) as y → 0.

Two finite baths therefore have the same hybridisation off the real axis exactly when they have the same level weight at every energy.

## Comparing the bath with its mirror image

Replace every e_k by -e_k and keep the couplings. The reflected bath has the hybridisation

Σ_k V_k² / (z + e_k) = -Σ_k V_k² / (-z - e_k) = -D(-z),

and its level weight at x is w(-x). The condition D(-z) = -D(z) says that the reflected bath and the original have the same hybridisation. By the comparison of baths above, this holds exactly when

w(-x) = w(x) for all real x.

This equivalence needs neither distinct levels nor nonzero couplings.

Now let the levels be distinct and the couplings nonzero. Then w(e_k) = V_k² ≠ 0, and w is zero away from the levels, so

(x, v) ∈ P exactly when v ≠ 0 and w(x) = v.

If w is even, P is clearly symmetric. Conversely, let P be symmetric.

- If w(x) ≠ 0, then (x, w(x)) ∈ P, hence (-x, w(x)) ∈ P, and so w(-x) = w(x).
- If w(x) = 0 but w(-x) ≠ 0, the same argument started at -x gives w(x) = w(-x), a contradiction.
- If both vanish, they are equal.

So w is even and D is odd.

## Odd level counts and coinciding levels

Suppose that D is odd and that the bath has an odd number of distinct, coupled levels. By symmetry of P, each e_k has a mirror level -e_k, unique because levels are distinct. If no level were at zero, this would divide the levels into pairs and make their number even. Hence some e_k = 0.

Coinciding levels can break the link between D and P. Take levels 1, 1, -1 with couplings 3, 4, 5. Since 9 + 16 = 25,

D(z) = 25/(z - 1) + 25/(z + 1),

which is odd. But P = {(1, 9), (1, 16), (-1, 25)} contains (1, 9) and not (-1, 9).

The condition on the couplings has a similar role. A single level at energy 1 with zero coupling gives D = 0, which is odd, while P = {(1, 0)} is not symmetric; this second example is a direct check by hand and is not part of the Lean code.

## The statement in Lean

The labels k form a finite type `ι`, and the levels and couplings are functions `e V : ι → ℝ`. The definitions `hybridisation`, `levelWeight` and `bathPairs` are D, w and P. The main theorem is `odd_iff_bathPairs_symmetric`. Its hypothesis `Function.Injective e` says that the levels are distinct, and `∀ k, V k ≠ 0` says that every level is coupled. The condition `z.im ≠ 0` restricts z to non-real values.

Invariance is stated as an implication from `(x, v)` to `(-x, v)`. Because reversing the energy twice restores it, mapping P into itself already means mapping it onto itself. An empty bath is allowed: D is then zero and P is empty, so both sides hold.

The function D is defined by its pole sum and is not derived from a Hamiltonian. The theorem concerns a scalar hybridisation with finitely many poles; continuous baths and matrix-valued hybridisations of several orbitals are not treated.

```lean
import Mathlib

open Filter Topology

namespace SymmetricImpurityBath

noncomputable section

variable {ι κ : Type*} [Fintype ι] [Fintype κ]

/-- The hybridisation function `D(z) = ∑ V_k² / (z - e_k)` of a finite bath with levels `e`
and couplings `V`. -/
def hybridisation (e V : ι → ℝ) (z : ℂ) : ℂ :=
  ∑ k, (V k : ℂ) ^ 2 / (z - (e k : ℂ))

/-- The total squared coupling of all bath levels at energy `x`. -/
def levelWeight (e V : ι → ℝ) (x : ℝ) : ℝ :=
  ∑ k, if e k = x then V k ^ 2 else 0

/-- The set of pairs (bath level, squared coupling). -/
def bathPairs (e V : ι → ℝ) : Set (ℝ × ℝ) :=
  Set.range fun k => (e k, V k ^ 2)

/-- The hybridisation is a sum over energies, each pole carrying the level weight there. -/
theorem hybridisation_eq_sum_levels (e V : ι → ℝ) (S : Finset ℝ) (hS : ∀ k, e k ∈ S) (z : ℂ) :
    hybridisation e V z = ∑ x ∈ S, (levelWeight e V x : ℂ) / (z - (x : ℂ)) := by
  simp only [hybridisation, levelWeight, Complex.ofReal_sum, Finset.sum_div]
  rw [Finset.sum_comm]
  refine Finset.sum_congr rfl fun k _ => ?_
  rw [Finset.sum_eq_single (e k)]
  · simp
  · intro x _ hx
    simp [Ne.symm hx]
  · intro h
    exact absurd (hS k) h

/-- Approaching the real energy `x` vertically, `iy D(x + iy)` tends to the level weight
at `x`. -/
theorem tendsto_levelWeight (e V : ι → ℝ) (x : ℝ) :
    Tendsto (fun y : ℝ => (y : ℂ) * Complex.I * hybridisation e V ((x : ℂ) + y * Complex.I))
      (𝓝[≠] 0) (𝓝 (levelWeight e V x : ℂ)) := by
  simp only [hybridisation, levelWeight, Complex.ofReal_sum, Finset.mul_sum]
  refine tendsto_finsetSum _ fun k _ => ?_
  by_cases h : e k = x
  · -- a level at `x` contributes its squared coupling for every `y ≠ 0`
    rw [if_pos h]
    refine tendsto_const_nhds.congr' ?_
    filter_upwards [self_mem_nhdsWithin] with y hy
    have hy' : (y : ℂ) ≠ 0 := Complex.ofReal_ne_zero.mpr hy
    have hI : (y : ℂ) * Complex.I ≠ 0 := mul_ne_zero hy' Complex.I_ne_zero
    rw [h, add_sub_cancel_left, Complex.ofReal_pow, mul_div_assoc', mul_div_cancel_left₀ _ hI]
  · -- every other level gives a regular term, suppressed by the prefactor
    rw [if_neg h]
    have hne : (x : ℂ) + ((0 : ℝ) : ℂ) * Complex.I - (e k : ℂ) ≠ 0 := by
      have h1 : (x : ℂ) - (e k : ℂ) ≠ 0 :=
        sub_ne_zero.mpr fun hc => h (Complex.ofReal_injective hc).symm
      rwa [Complex.ofReal_zero, zero_mul, add_zero]
    have hc : ContinuousAt (fun y : ℝ => (y : ℂ) * Complex.I *
        ((V k : ℂ) ^ 2 / ((x : ℂ) + y * Complex.I - (e k : ℂ)))) 0 :=
      ContinuousAt.mul (by fun_prop) (ContinuousAt.div (by fun_prop) (by fun_prop) hne)
    convert hc.tendsto.mono_left nhdsWithin_le_nhds using 2
    simp

/-- Two finite baths have the same hybridisation off the real axis exactly when they have the
same level weight at every energy. -/
theorem hybridisation_eq_iff (e V : ι → ℝ) (e' V' : κ → ℝ) :
    (∀ z : ℂ, z.im ≠ 0 → hybridisation e V z = hybridisation e' V' z) ↔
      ∀ x, levelWeight e V x = levelWeight e' V' x := by
  constructor
  · intro h x
    have hev : (fun y : ℝ => (y : ℂ) * Complex.I *
        hybridisation e V ((x : ℂ) + y * Complex.I)) =ᶠ[𝓝[≠] 0]
        fun y : ℝ => (y : ℂ) * Complex.I *
          hybridisation e' V' ((x : ℂ) + y * Complex.I) := by
      filter_upwards [self_mem_nhdsWithin] with y hy
      rw [h _ (by simpa using hy)]
    exact Complex.ofReal_injective (tendsto_nhds_unique
      ((tendsto_levelWeight e V x).congr' hev) (tendsto_levelWeight e' V' x))
  · intro h z _
    rw [hybridisation_eq_sum_levels e V (Finset.univ.image e ∪ Finset.univ.image e')
        (fun k => Finset.mem_union_left _ (Finset.mem_image_of_mem e (Finset.mem_univ k))),
      hybridisation_eq_sum_levels e' V' (Finset.univ.image e ∪ Finset.univ.image e')
        (fun k => Finset.mem_union_right _ (Finset.mem_image_of_mem e' (Finset.mem_univ k)))]
    simp only [h]

/-- Reflecting all bath levels about zero energy turns `D(z)` into `-D(-z)`. -/
theorem hybridisation_reflect (e V : ι → ℝ) (z : ℂ) :
    hybridisation (fun k => -e k) V z = -hybridisation e V (-z) := by
  unfold hybridisation
  rw [← Finset.sum_neg_distrib]
  refine Finset.sum_congr rfl fun k _ => ?_
  rw [← div_neg]
  congr 1
  push_cast
  ring

/-- For any finite bath, degenerate or not, the hybridisation is odd off the real axis exactly
when the level weight is an even function of energy. -/
theorem odd_iff_levelWeight_even (e V : ι → ℝ) :
    (∀ z : ℂ, z.im ≠ 0 → hybridisation e V (-z) = -hybridisation e V z) ↔
      ∀ x, levelWeight e V (-x) = levelWeight e V x := by
  have hw : ∀ x, levelWeight (fun k => -e k) V x = levelWeight e V (-x) := fun x =>
    Finset.sum_congr rfl fun k _ => if_congr neg_eq_iff_eq_neg rfl rfl
  -- compare the bath with its mirror image
  have key := hybridisation_eq_iff (fun k => -e k) V e V
  simp only [hybridisation_reflect, hw] at key
  rw [← key]
  exact forall₂_congr fun z _ => neg_eq_iff_eq_neg.symm

/-- For distinct levels and nonzero couplings, `(x, v)` is a bath pair exactly when `v` is
nonzero and equals the level weight at `x`. -/
theorem mem_bathPairs_iff {e V : ι → ℝ} (he : Function.Injective e) (hV : ∀ k, V k ≠ 0)
    (x v : ℝ) : (x, v) ∈ bathPairs e V ↔ v ≠ 0 ∧ levelWeight e V x = v := by
  have hlev : ∀ k, levelWeight e V (e k) = V k ^ 2 := by
    intro k
    unfold levelWeight
    rw [Finset.sum_eq_single k]
    · simp
    · intro l _ hl
      exact if_neg fun h => hl (he h)
    · intro h
      exact absurd (Finset.mem_univ k) h
  constructor
  · rintro ⟨k, hk⟩
    simp only [Prod.mk.injEq] at hk
    obtain ⟨rfl, rfl⟩ := hk
    exact ⟨pow_ne_zero 2 (hV k), hlev k⟩
  · rintro ⟨hv, hw⟩
    by_cases hx : ∃ k, e k = x
    · obtain ⟨k, rfl⟩ := hx
      exact ⟨k, Prod.ext rfl ((hlev k).symm.trans hw)⟩
    · have h0 : levelWeight e V x = 0 :=
        Finset.sum_eq_zero fun k _ => if_neg fun h => hx ⟨k, h⟩
      exact absurd (hw.symm.trans h0) hv

/-- For distinct bath levels and nonzero couplings, `D(-z) = -D(z)` for all non-real `z` if and
only if the set of pairs (level, squared coupling) is invariant under reversing the level. -/
theorem odd_iff_bathPairs_symmetric {e V : ι → ℝ} (he : Function.Injective e)
    (hV : ∀ k, V k ≠ 0) :
    (∀ z : ℂ, z.im ≠ 0 → hybridisation e V (-z) = -hybridisation e V z) ↔
      ∀ x v, (x, v) ∈ bathPairs e V → (-x, v) ∈ bathPairs e V := by
  rw [odd_iff_levelWeight_even]
  constructor
  · intro h x v hm
    rw [mem_bathPairs_iff he hV] at hm ⊢
    exact ⟨hm.1, (h x).trans hm.2⟩
  · intro h
    -- an occupied energy has a mirror partner of the same weight
    have claim : ∀ x, levelWeight e V x ≠ 0 → levelWeight e V (-x) = levelWeight e V x :=
      fun x hx => ((mem_bathPairs_iff he hV _ _).1
        (h x _ ((mem_bathPairs_iff he hV _ _).2 ⟨hx, rfl⟩))).2
    intro x
    by_cases hx : levelWeight e V x = 0
    · by_cases hy : levelWeight e V (-x) = 0
      · rw [hx, hy]
      · have h2 := claim (-x) hy
        rw [neg_neg] at h2
        exact h2.symm
    · exact claim x hx

/-- If the hybridisation is odd and the bath has an odd number of distinct, coupled levels,
then one of them lies at zero energy. -/
theorem exists_zero_level {e V : ι → ℝ} (he : Function.Injective e) (hV : ∀ k, V k ≠ 0)
    (hD : ∀ z : ℂ, z.im ≠ 0 → hybridisation e V (-z) = -hybridisation e V z)
    (hcard : Odd (Fintype.card ι)) : ∃ k, e k = 0 := by
  by_contra hne
  have hp : ∀ k, ∃ l, e l = -e k := by
    intro k
    obtain ⟨l, hl⟩ := (odd_iff_bathPairs_symmetric he hV).1 hD (e k) (V k ^ 2) ⟨k, rfl⟩
    exact ⟨l, congrArg Prod.fst hl⟩
  choose g hg using hp
  have hfix : ∀ k, g k ≠ k := by
    intro k h
    have h1 := hg k
    rw [h] at h1
    exact hne ⟨k, by linarith⟩
  have hinv : ∀ k, g (g k) = k := fun k => he (by rw [hg, hg, neg_neg])
  -- the mirror map pairs up all levels, so their number is even
  have hs : ∑ _k : ι, (1 : ZMod 2) = 0 :=
    Finset.sum_involution (fun k _ => g k)
      (fun _ _ => (by decide : (1 : ZMod 2) + 1 = 0))
      (fun k _ _ => hfix k) (fun _ _ => Finset.mem_univ _) (fun k _ => hinv k)
  have hc : ((Fintype.card ι : ℕ) : ZMod 2) = 0 := by simpa using hs
  have hd := (CharP.cast_eq_zero_iff (ZMod 2) 2 _).1 hc
  obtain ⟨m, hm⟩ := hcard
  omega

/-- With levels `1, 1, -1` and couplings `3, 4, 5` the hybridisation is odd, yet `(1, 9)` is a
bath pair and `(-1, 9)` is not. -/
theorem degenerate_levels_counterexample :
    (∀ z : ℂ, z.im ≠ 0 →
      hybridisation (![1, 1, -1] : Fin 3 → ℝ) ![3, 4, 5] (-z) =
        -hybridisation (![1, 1, -1] : Fin 3 → ℝ) ![3, 4, 5] z) ∧
    ((1, 9) : ℝ × ℝ) ∈ bathPairs (![1, 1, -1] : Fin 3 → ℝ) ![3, 4, 5] ∧
    ((-1, 9) : ℝ × ℝ) ∉ bathPairs (![1, 1, -1] : Fin 3 → ℝ) ![3, 4, 5] := by
  have h : ∀ w : ℂ, hybridisation (![1, 1, -1] : Fin 3 → ℝ) ![3, 4, 5] w =
      25 / (w - 1) + 25 / (w + 1) := by
    intro w
    simp [hybridisation, Fin.sum_univ_three]
    ring
  refine ⟨fun z _ => ?_, ⟨0, by norm_num⟩, ?_⟩
  · rw [h, h, show -z - 1 = -(z + 1) by ring, show -z + 1 = -(z - 1) by ring,
      div_neg, div_neg]
    ring
  · rintro ⟨k, hk⟩
    fin_cases k <;> norm_num at hk

end

end SymmetricImpurityBath
```

```lean
#print axioms SymmetricImpurityBath.odd_iff_bathPairs_symmetric
#print axioms SymmetricImpurityBath.exists_zero_level
#print axioms SymmetricImpurityBath.degenerate_levels_counterexample
```

```
'SymmetricImpurityBath.odd_iff_bathPairs_symmetric' depends on axioms: [propext, Classical.choice, Quot.sound]
'SymmetricImpurityBath.exists_zero_level' depends on axioms: [propext, Classical.choice, Quot.sound]
'SymmetricImpurityBath.degenerate_levels_counterexample' depends on axioms: [propext, Classical.choice, Quot.sound]
```

## How the lemmas follow the derivation

`hybridisation_eq_sum_levels` is the regrouping by energy. It writes w as a sum over k, exchanges the two sums with `Finset.sum_comm`, and notes that for each k only the energy x = e_k contributes.

`tendsto_levelWeight` is the vertical limit. The filter `𝓝[≠] 0` lets y approach zero without being zero. The limit is taken term by term, with a case split on `e k = x`. In the first case the term is constant for y ≠ 0. In the second it is continuous at y = 0, where its value is zero.

`hybridisation_eq_iff` compares two baths, whose label types may differ. If the hybridisations agree, so do the functions of y whose limits are the weights, and `tendsto_nhds_unique` makes the weights equal. For the converse, both hybridisations are regrouped over the same finite set, the union of the two sets of levels.

`hybridisation_reflect` is the sign calculation for the mirrored bath. In `odd_iff_levelWeight_even`, the auxiliary fact `hw` identifies the mirrored weight with w(-x), and `key` applies the comparison to the bath and its mirror image. What remains is to turn -D(-z) = D(z) into D(-z) = -D(z).

`mem_bathPairs_iff` describes P through w. Injectivity leaves a single term in the sum for w(e_k), which gives `hlev`. In the reverse direction, a nonzero weight at x forces some level to be there, since otherwise every term in the sum would be zero.

The main theorem first replaces oddness of D by evenness of w. The forward direction then rewrites membership in P on both sides. In the backward direction, `claim` is the argument for w(x) ≠ 0, and the case splits on `hx` and `hy` deal with the remaining energies as in the list above.

`exists_zero_level` assumes that no level is at zero and uses `choose` to obtain a map `g` from each label to its mirror partner. The facts `hfix` and `hinv` say that `g` has no fixed point and is its own inverse. Counting is done modulo 2: `Finset.sum_involution` cancels the ones in pairs, so the number of levels is even, against the hypothesis.

`degenerate_levels_counterexample` first computes the closed form of D for the levels 1, 1, -1 and checks its oddness by algebra. The pair (1, 9) comes from the first level, and `fin_cases` goes through all three levels to show that none gives (-1, 9).
